# For a core hole coupled to finitely many bosons, a negative solution of one-shot GW from Hartree-Fock has less relaxation and a stronger main line than the cumulant

When a photon removes a core electron, the other electrons relax around the hole: the main line shifts, and part of its intensity moves into shake-up and plasmon satellites. The file below compares how one-shot GW, started from Hartree-Fock, and the cumulant expansion describe both effects for one core level coupled to finitely many bosons of positive energy. The comparison is made at a given negative solution of the GW quasiparticle equation, with energies measured from the unrelaxed hole.

```lean
import Mathlib

open Filter Topology

namespace CoreHoleSatellites

noncomputable section

variable {ι : Type*} [Fintype ι]

/-- The GW self-energy of a core hole at energy zero, coupled with strengths `g k` to bosons
of energies `w k`; its domain is `E ≠ w k` for all `k`. -/
def selfEnergy (g w : ι → ℝ) (E : ℝ) : ℝ := ∑ k, g k ^ 2 / (E - w k)

/-- The GW weight of the main line at energy `E`, for `E ≠ w k` for all `k`. -/
def gwWeight (g w : ι → ℝ) (E : ℝ) : ℝ := 1 / (1 + ∑ k, g k ^ 2 / (w k - E) ^ 2)

/-- The main-line energy in the cumulant solution, for nonzero boson energies. -/
def cumulantEnergy (g w : ι → ℝ) : ℝ := -∑ k, g k ^ 2 / w k

/-- The total Huang-Rhys factor, the sum of `(g k / w k)²`, for nonzero boson energies. -/
def huangRhys (g w : ι → ℝ) : ℝ := ∑ k, g k ^ 2 / w k ^ 2

/-- The main-line weight in the cumulant solution, for nonzero boson energies. -/
def cumulantWeight (g w : ι → ℝ) : ℝ := Real.exp (-huangRhys g w)

/-- For positive boson energies, the slope of the self-energy at a negative energy `E` is
minus the sum of `g k ² / (w k - E)²`. -/
theorem selfEnergy_hasDerivAt {g w : ι → ℝ} {E : ℝ} (hw : ∀ k, 0 < w k) (hE : E < 0) :
    HasDerivAt (fun x => selfEnergy g w x) (-∑ k, g k ^ 2 / (w k - E) ^ 2) E := by
  have hk : ∀ k, HasDerivAt (fun x => g k ^ 2 / (x - w k))
      (-(g k ^ 2 / (w k - E) ^ 2)) E := by
    intro k
    have hne : E - w k ≠ 0 := (sub_neg.mpr (hE.trans (hw k))).ne
    refine ((hasDerivAt_const E (g k ^ 2)).fun_div
      ((hasDerivAt_id' E).sub_const (w k)) hne).congr_deriv ?_
    change (0 * (E - w k) - g k ^ 2 * 1) / (E - w k) ^ 2 = -(g k ^ 2 / (w k - E) ^ 2)
    rw [show (w k - E) ^ 2 = (E - w k) ^ 2 by ring]
    ring
  rw [← Finset.sum_neg_distrib]
  unfold selfEnergy
  exact HasDerivAt.fun_sum fun k _ => hk k

/-- For positive boson energies, the GW weight at a negative solution `E` of the quasiparticle
equation is the residue at `E` of the Green function `1 / (x - selfEnergy x)`. -/
theorem gwWeight_is_residue {g w : ι → ℝ} {E : ℝ} (hw : ∀ k, 0 < w k) (hE : E < 0)
    (h : E = selfEnergy g w E) :
    Tendsto (fun x => (x - E) / (x - selfEnergy g w x)) (𝓝[≠] E) (𝓝 (gwWeight g w E)) := by
  have hF := (hasDerivAt_id' E).fun_sub (selfEnergy_hasDerivAt (g := g) hw hE)
  have hS : 0 ≤ ∑ k, g k ^ 2 / (w k - E) ^ 2 := Finset.sum_nonneg fun k _ => by positivity
  have hne : (1 : ℝ) - -∑ k, g k ^ 2 / (w k - E) ^ 2 ≠ 0 := by linarith
  have hZ : gwWeight g w E = (1 - -∑ k, g k ^ 2 / (w k - E) ^ 2)⁻¹ := by
    rw [gwWeight, one_div, sub_neg_eq_add]
  have h0 : E - selfEnergy g w E = 0 := sub_eq_zero.mpr h
  -- the residue is the inverse slope of `x - selfEnergy x` at its zero
  rw [hZ]
  refine (hF.tendsto_slope.inv₀ hne).congr fun x => ?_
  change (slope (fun y => y - selfEnergy g w y) E x)⁻¹ = _
  rw [slope_def_field, inv_div]
  simp only [h0, sub_zero]

/-- If the quasiparticle equation has a negative solution, then raising every one of a set of
positive denominators strictly lowers the coupling-weighted sum. -/
theorem coupled_sum_lt {g w : ι → ℝ} {E : ℝ} (hE : E < 0) (h : E = selfEnergy g w E)
    {c d : ι → ℝ} (hc : ∀ k, 0 < c k) (hcd : ∀ k, c k < d k) :
    ∑ k, g k ^ 2 / d k < ∑ k, g k ^ 2 / c k := by
  -- without any coupling the solution would be zero
  obtain ⟨j, hj⟩ : ∃ j, g j ≠ 0 := by
    by_contra hn
    have hn' : ∀ j, g j = 0 := fun j => by_contra fun hj => hn ⟨j, hj⟩
    exact hE.ne (h.trans (by simp [selfEnergy, hn']))
  exact Finset.sum_lt_sum
    (fun k _ => div_le_div_of_nonneg_left (sq_nonneg _) (hc k) (hcd k).le)
    ⟨j, Finset.mem_univ j, div_lt_div_of_pos_left (by positivity) (hc j) (hcd j)⟩

/-- A solution `E` of the quasiparticle equation has relaxation energy `-E` equal to the sum of
`g k ² / (w k - E)`. -/
theorem relaxation_eq {g w : ι → ℝ} {E : ℝ} (h : E = selfEnergy g w E) :
    -E = ∑ k, g k ^ 2 / (w k - E) := by
  have hs : selfEnergy g w E = -∑ k, g k ^ 2 / (w k - E) := by
    unfold selfEnergy
    rw [← Finset.sum_neg_distrib]
    refine Finset.sum_congr rfl fun k _ => ?_
    rw [← neg_sub (w k) E, div_neg]
  linarith

/-- For positive boson energies, a negative GW solution lies strictly above the cumulant energy
and strictly below that energy divided by one plus the Huang-Rhys factor. -/
theorem gw_energy_bounds {g w : ι → ℝ} {E : ℝ} (hw : ∀ k, 0 < w k) (hE : E < 0)
    (h : E = selfEnergy g w E) :
    cumulantEnergy g w < E ∧ E < cumulantEnergy g w / (1 + huangRhys g w) := by
  have hr := relaxation_eq h
  have hd : ∀ k, 0 < w k - E := fun k => sub_pos.mpr (hE.trans (hw k))
  have hup := coupled_sum_lt hE h hw (d := fun k => w k - E) (fun k => by linarith)
  have hT := coupled_sum_lt hE h (c := fun k => w k ^ 2) (d := fun k => w k * (w k - E))
    (fun k => pow_pos (hw k) 2) (fun k => by nlinarith [mul_pos (hw k) (neg_pos.mpr hE)])
  -- exact expression for the relaxation that GW misses
  have hid : ∑ k, g k ^ 2 / w k
      = ∑ k, g k ^ 2 / (w k - E) + -E * ∑ k, g k ^ 2 / (w k * (w k - E)) := by
    rw [Finset.mul_sum, ← Finset.sum_add_distrib]
    refine Finset.sum_congr rfl fun k _ => ?_
    have h1 := (hw k).ne'
    have h2 := (hd k).ne'
    field_simp
    ring
  have hS : 0 ≤ ∑ k, g k ^ 2 / w k ^ 2 := Finset.sum_nonneg fun k _ => by positivity
  have hm := mul_lt_mul_of_pos_left hT (neg_pos.mpr hE)
  unfold cumulantEnergy huangRhys
  refine ⟨by linarith, ?_⟩
  rw [lt_div_iff₀ (by linarith)]
  linarith

/-- For positive boson energies, at any negative solution of the quasiparticle equation GW gives
less relaxation and a stronger main line than the cumulant. -/
theorem gw_versus_cumulant {g w : ι → ℝ} {E : ℝ} (hw : ∀ k, 0 < w k) (hE : E < 0)
    (h : E = selfEnergy g w E) :
    -E < -cumulantEnergy g w ∧ cumulantWeight g w < gwWeight g w E := by
  refine ⟨neg_lt_neg (gw_energy_bounds hw hE h).1, ?_⟩
  have hT := coupled_sum_lt hE h (c := fun k => w k ^ 2) (d := fun k => (w k - E) ^ 2)
    (fun k => pow_pos (hw k) 2) (fun k => by nlinarith [mul_pos (hw k) (neg_pos.mpr hE)])
  have h0 : 0 ≤ ∑ k, g k ^ 2 / (w k - E) ^ 2 := Finset.sum_nonneg fun k _ => by positivity
  -- `1 + S ≤ exp S` for the Huang-Rhys factor `S`
  have hexp := Real.add_one_le_exp (∑ k, g k ^ 2 / w k ^ 2)
  unfold cumulantWeight gwWeight huangRhys
  rw [Real.exp_neg, ← one_div]
  exact one_div_lt_one_div_of_lt (by linarith) (by linarith)

/-- For positive boson energies, the GW main line at a negative solution of the quasiparticle
equation has a weight greater than one half, whatever the coupling. -/
theorem half_lt_gwWeight {g w : ι → ℝ} {E : ℝ} (hw : ∀ k, 0 < w k) (hE : E < 0)
    (h : E = selfEnergy g w E) : 1 / 2 < gwWeight g w E := by
  have hd : ∀ k, 0 < w k - E := fun k => sub_pos.mpr (hE.trans (hw k))
  have hT := coupled_sum_lt hE h (c := fun k => -E * (w k - E)) (d := fun k => (w k - E) ^ 2)
    (fun k => mul_pos (neg_pos.mpr hE) (hd k)) (fun k => by nlinarith [mul_pos (hw k) (hd k)])
  -- the quasiparticle equation turns the upper bound into one
  have h1 : ∑ k, g k ^ 2 / (-E * (w k - E)) = 1 := by
    have hq : ∑ k, g k ^ 2 / (-E * (w k - E)) = (∑ k, g k ^ 2 / (w k - E)) / -E := by
      rw [Finset.sum_div]
      refine Finset.sum_congr rfl fun k _ => ?_
      rw [div_div, mul_comm (-E)]
    rw [hq, ← relaxation_eq h, div_self (neg_pos.mpr hE).ne']
  have h0 : 0 ≤ ∑ k, g k ^ 2 / (w k - E) ^ 2 := Finset.sum_nonneg fun k _ => by positivity
  unfold gwWeight
  exact one_div_lt_one_div_of_lt (by linarith) (by linarith)

/-- The bound one half is optimal: for every `v > 0`, one boson of energy `v` with coupling
`√(1 + v)` has the GW solution `-1`, with weight below `1/2 + v`. -/
theorem half_is_optimal {v : ℝ} (hv : 0 < v) :
    -1 = selfEnergy (fun _ : Fin 1 => √(1 + v)) (fun _ => v) (-1) ∧
      gwWeight (fun _ : Fin 1 => √(1 + v)) (fun _ => v) (-1) < 1 / 2 + v := by
  have hs : √(1 + v) ^ 2 = 1 + v := Real.sq_sqrt (by linarith)
  have hne : 1 + v ≠ 0 := by linarith
  constructor
  · simp only [selfEnergy, Finset.univ_unique, Finset.sum_singleton, hs]
    rw [eq_div_iff (by linarith : -1 - v < 0).ne]
    ring
  · simp only [gwWeight, Finset.univ_unique, Finset.sum_singleton, hs]
    have hq : (1 + v) / (v - -1) ^ 2 = 1 / (1 + v) := by
      rw [show v - -1 = 1 + v by ring]
      field_simp
    have hu : 1 / (1 + v) * (1 + v) = 1 := one_div_mul_cancel hne
    have hu0 : 0 < 1 / (1 + v) := by positivity
    rw [hq, div_lt_iff₀ (by positivity)]
    nlinarith [mul_pos hu0 hv]

/-- Two bosons of energies 1 and 7 with couplings 1 and 2 have the negative GW solution `-1`. -/
theorem gw_solution_witness :
    (∀ k, 0 < (![1, 7] : Fin 2 → ℝ) k) ∧ -1 = selfEnergy ![1, 2] ![1, 7] (-1) := by
  constructor
  · intro k
    fin_cases k <;> norm_num
  · norm_num [selfEnergy, Fin.sum_univ_two]

end

end CoreHoleSatellites
```

```lean
#print axioms CoreHoleSatellites.gwWeight_is_residue
#print axioms CoreHoleSatellites.gw_versus_cumulant
#print axioms CoreHoleSatellites.half_lt_gwWeight
#print axioms CoreHoleSatellites.half_is_optimal
```

```
'CoreHoleSatellites.gwWeight_is_residue' depends on axioms: [propext, Classical.choice, Quot.sound]
'CoreHoleSatellites.gw_versus_cumulant' depends on axioms: [propext, Classical.choice, Quot.sound]
'CoreHoleSatellites.half_lt_gwWeight' depends on axioms: [propext, Classical.choice, Quot.sound]
'CoreHoleSatellites.half_is_optimal' depends on axioms: [propext, Classical.choice, Quot.sound]
```

## One core level and its bosons

The energy $x$ is that of the ionised system, measured from the unrelaxed core hole. Relaxation therefore makes the main-line energy negative, which means a smaller binding energy. Boson $k$, a plasmon or another neutral excitation, has energy $w_k>0$ and couples to the hole with a real strength $g_k$ of either sign. In Lean the bosons are labelled by a finite type `ι`, and `g` and `w` are functions from `ι` to the reals.

The GW self-energy, `selfEnergy`, and the quasiparticle equation are

$$\Sigma(x)=\sum_k\frac{g_k^2}{x-w_k},\qquad E=\Sigma(E).$$

The poles of $\Sigma$ lie at the bare boson energies because the hole inside the self-energy is unrelaxed, as in one-shot GW started from Hartree-Fock. This amounts to allowing at most one boson at a time. With a Kohn-Sham start the poles are measured from the Kohn-Sham eigenvalue, which in general is not the unrelaxed energy, and the results below do not cover that case. The weight of the main line, `gwWeight`, is

$$Z=\frac{1}{1+\sum_k g_k^2/(w_k-E)^2}.$$

The cumulant quantities are

$$E_c=-\sum_k\frac{g_k^2}{w_k},\qquad S=\sum_k\frac{g_k^2}{w_k^2},\qquad Z_c=e^{-S},$$

written `cumulantEnergy`, `huangRhys` and `cumulantWeight`. They stand for the physics of displaced oscillators: the hole shifts the equilibrium of each boson, which lowers the energy by $g_k^2/w_k$, and $e^{-S}$ is the squared overlap of the old and new boson ground states. The main line here is the line of lowest energy; at strong coupling it need not be the strongest line of the cumulant spectrum. For a single level coupled linearly to harmonic bosons these expressions are exact, so the difference in energy is relaxation that GW misses. The file takes them as definitions and does not derive them from a Hamiltonian.

## What is proved about the main line

Three hypotheses recur: `hw` says that every $w_k$ is positive, `hE` that $E<0$, and `h` that $E=\Sigma(E)$. Together they keep every denominator away from zero. Under them,

$$E_c<E<\frac{E_c}{1+S},\qquad Z>e^{-S},\qquad Z>\tfrac12 .$$

The energy bounds are `gw_energy_bounds`. The theorem `gw_versus_cumulant` states the comparison as less relaxation, $-E<-E_c$, and larger weight, and `half_lt_gwWeight` gives the last bound. The residues of $1/(x-\Sigma(x))$ at all its poles add up to one, because the function behaves as $1/x$ at large $x$; this is a remark by hand, not part of the file. So, however strong the coupling, the GW main line in this model keeps more than half of the intensity, whereas $e^{-S}$ can be arbitrarily small.

The solution $E$ is given, not constructed. By hand, a nonzero coupling yields exactly one negative solution, since $x-\Sigma(x)$ increases on the negative axis from $-\infty$ to the positive value $-E_c$ at $x=0$; the file contains no such argument.

The model has a single core level without recoil, and its bosons are unaffected by the hole apart from the linear coupling. Self-consistent GW, with a dressed hole in the self-energy, is a different equation.

## The weight as a residue

The formula for $Z$ is tied to the Green function $1/(x-\Sigma(x))$. Differentiating term by term gives

$$\Sigma'(E)=-\sum_k\frac{g_k^2}{(w_k-E)^2},$$

which is `selfEnergy_hasDerivAt`. Since $x-\Sigma(x)$ vanishes at $E$, its difference quotient there is $(x-\Sigma(x))/(x-E)$, with limit $1-\Sigma'(E)\ge 1$. The reciprocal gives

$$\lim_{x\to E}\frac{x-E}{x-\Sigma(x)}=\frac{1}{1-\Sigma'(E)}=Z .$$

`gwWeight_is_residue` follows the same route: `hF.tendsto_slope` supplies the limit of the quotient and `inv₀` inverts it. The notation `𝓝[≠] E` means that $x$ approaches $E$ without being equal to it.

## One comparison of sums, used four times

A negative solution forces some $g_j\neq0$, because without coupling the equation reads $E=0$. Hence, if $0<c_k<d_k$ for all $k$,

$$\sum_k\frac{g_k^2}{d_k}<\sum_k\frac{g_k^2}{c_k}.$$

This is `coupled_sum_lt`. Each term on the left is at most its partner on the right, and term $j$ is strictly smaller, which is what `Finset.sum_lt_sum` asks for.

Write $R=-E>0$ for the relaxation energy. The quasiparticle equation with its signs reversed, `relaxation_eq`, reads

$$R=\sum_k\frac{g_k^2}{w_k+R}.$$

**Energy from below.** Comparing $w_k$ with $w_k+R$ gives $R<\sum_k g_k^2/w_k=-E_c$, so $E_c<E$.

**Energy from above.** From

$$\frac1{w_k}-\frac1{w_k+R}=\frac{R}{w_k(w_k+R)}$$

the relaxation that GW misses is

$$-E_c-R=R\sum_k\frac{g_k^2}{w_k(w_k+R)}<RS .$$

The inequality compares $w_k^2$ with $w_k(w_k+R)$. Thus $-E_c<R(1+S)$, which rearranges to $E<E_c/(1+S)$. In the code the identity is `hid`, proved term by term with `field_simp` and `ring`, and `lt_div_iff₀` does the rearrangement.

**Weight against the cumulant.** Comparing $w_k^2$ with $(w_k+R)^2$ gives

$$\frac1Z=1+\sum_k\frac{g_k^2}{(w_k+R)^2}<1+S\le e^S,$$

and taking reciprocals gives $Z>e^{-S}$. The last inequality is `Real.add_one_le_exp`.

**Weight against one half.** Since $(w_k+R)^2>R(w_k+R)$,

$$\sum_k\frac{g_k^2}{(w_k+R)^2}<\frac1R\sum_k\frac{g_k^2}{w_k+R}=1,$$

where the equality is the quasiparticle equation, `h1` in the code. So $1/Z<2$.

## A soft boson brings the weight close to one half

The constant $1/2$ cannot be raised. For any $v>0$, take one boson of energy $v$ with $g^2=1+v$. Then $\Sigma(-1)=(1+v)/(-1-v)=-1$, so $E=-1$ is a solution, and

$$Z=\frac{1}{1+\frac{1+v}{(1+v)^2}}=\frac{1+v}{2+v}=\frac12+\frac{v}{2(2+v)}<\frac12+v .$$

`half_is_optimal` states the solution and the final bound. As $v\to0$ the boson becomes soft compared with the relaxation energy, and the weight approaches one half.

## Two bosons in numbers

Take energies 1 and 7 with couplings 1 and 2. Then

$$\Sigma(-1)=\frac{1}{-2}+\frac{4}{-8}=-1,$$

so $E=-1$. This is `gw_solution_witness`, which shows that the three hypotheses can be met. The remaining values are

$$E_c=-\tfrac{11}{7}\approx-1.571,\qquad S=\tfrac{53}{49}\approx1.082,\qquad \frac{E_c}{1+S}=-\tfrac{77}{102}\approx-0.755 .$$

The solution $-1$ lies between the two bounds. The GW weight is $1/(1+\tfrac14+\tfrac1{16})=\tfrac{16}{21}\approx0.762$, and the cumulant weight is $e^{-53/49}\approx0.339$. GW recovers about 64% of the cumulant relaxation energy and gives the main line more than twice the cumulant weight.

## The upper bound as a linearised quasiparticle energy

In a one-shot GW calculation, the boson energies and couplings can come from the excitations that make up the screened interaction. The quasiparticle equation is often linearised around the starting energy, here zero. Because $\Sigma(0)=E_c$ and $\Sigma'(0)=-S$, the linearised solution is

$$\frac{\Sigma(0)}{1-\Sigma'(0)}=\frac{E_c}{1+S},$$

exactly the upper bound above. Within this finite-boson model, linearised GW therefore relaxes the hole even less than the negative solution of the unlinearised equation does.

It is also the first Newton step from $x=0$. In the two-boson example that step gives $-0.755$, and the next gives about $-0.993$, already close to $-1$. The cumulant uses the same two numbers differently: $\Sigma(0)$ is its whole energy shift, and $\Sigma'(0)$ is the exponent of its weight.
